# The Ehrenfest energy gradient as population-weighted energy slopes plus derivative-coupling terms

The theorem `AdiabaticStates.ehrenfest_force` concerns a finite-dimensional Hermitian Hamiltonian H(R) depending differentiably on one real nuclear coordinate, with a finite orthonormal family of differentiable eigenstates φ_j whose energies E_j are also differentiable. For ψ = ∑ c_j φ_j it states that ⟨ψ, H′ψ⟩ = ∑ |c_j|² E_j′ + ∑ conj(c_j) c_k (E_k − E_j) d_jk, where d_jk = ⟨φ_j, φ_k′⟩ is the derivative coupling and the last sum runs over j and k. The amplitudes need not be normalised, so this is the mean energy gradient, minus the Ehrenfest force, when ∑ |c_j|² = 1; for other nonzero ψ one divides by that sum. The proof expands ⟨ψ, H′ψ⟩ in matrix elements between the eigenstates and evaluates each by the Hellmann-Feynman relation with its off-diagonal part.

In Lean, a first try:

```lean
import Mathlib

open Matrix

namespace EhrenfestForce

noncomputable section

variable {n ι : Type*} [Fintype n] [DecidableEq ι]

/-- The entrywise derivative `H'(R)` of a matrix Hamiltonian with respect to the nuclear
coordinate. -/
def gradH (H : ℝ → Matrix n n ℂ) (R : ℝ) : Matrix n n ℂ :=
  Matrix.of fun a b => deriv (fun x => H x a b) R

/-- The derivative coupling `d_jk = ⟨φ_j, φ_k'⟩` at the nuclear coordinate `R`. -/
def coupling (φ : ι → ℝ → n → ℂ) (R : ℝ) (j k : ι) : ℂ :=
  star (φ j R) ⬝ᵥ deriv (φ k) R

/-- The electronic state `∑ c_k φ_k(R)` with amplitudes `c_k`. -/
def state [Fintype ι] (φ : ι → ℝ → n → ℂ) (c : ι → ℂ) (R : ℝ) : n → ℂ :=
  ∑ k, c k • φ k R

/-- The coupling part `∑ conj(c_j) c_k (E_k - E_j) d_jk` of the mean energy gradient. -/
def couplingGradient [Fintype ι] (E : ι → ℝ → ℝ) (φ : ι → ℝ → n → ℂ) (c : ι → ℂ) (R : ℝ) : ℂ :=
  ∑ j, ∑ k, star (c j) * c k * (((E k R - E j R : ℝ) : ℂ) * coupling φ R j k)

/-- `H` is a differentiable Hermitian family, and the `φ_j` are differentiable orthonormal
eigenstates of it with differentiable energies `E_j`. -/
structure AdiabaticStates (H : ℝ → Matrix n n ℂ) (φ : ι → ℝ → n → ℂ) (E : ι → ℝ → ℝ) :
    Prop where
  hermitian : ∀ R, (H R).IsHermitian
  diffH : ∀ a b, Differentiable ℝ fun R => H R a b
  diffφ : ∀ j, Differentiable ℝ (φ j)
  diffE : ∀ j, Differentiable ℝ (E j)
  orthonormal : ∀ R j k, star (φ j R) ⬝ᵥ φ k R = if j = k then 1 else 0
  eigen : ∀ R k, H R *ᵥ φ k R = (E k R : ℂ) • φ k R

variable {H : ℝ → Matrix n n ℂ} {φ : ι → ℝ → n → ℂ} {E : ι → ℝ → ℝ}

/-- For adiabatic states, `⟨φ_j, H w⟩ = E_j ⟨φ_j, w⟩` for every vector `w`. -/
theorem AdiabaticStates.eigen_left (h : AdiabaticStates H φ E) (R : ℝ) (j : ι) (w : n → ℂ) :
    star (φ j R) ⬝ᵥ (H R *ᵥ w) = (E j R : ℂ) * (star (φ j R) ⬝ᵥ w) := by
  have h1 := congrArg star (h.eigen R j)
  rw [Matrix.star_mulVec, (h.hermitian R).eq] at h1
  have h2 : star ((E j R : ℂ) • φ j R) = (E j R : ℂ) • star (φ j R) := by
    ext a
    simp
  rw [Matrix.dotProduct_mulVec, h1, h2, smul_dotProduct, smul_eq_mul]

/-- Hellmann-Feynman relation with its off-diagonal part: for adiabatic states,
`⟨φ_j, H' φ_k⟩ = δ_jk E_k' + (E_k - E_j) d_jk`. -/
theorem AdiabaticStates.hellmann_feynman (h : AdiabaticStates H φ E) (R : ℝ) (j k : ι) :
    star (φ j R) ⬝ᵥ (gradH H R *ᵥ φ k R) =
      (if j = k then ((deriv (E k) R : ℝ) : ℂ) else 0)
        + ((E k R - E j R : ℝ) : ℂ) * coupling φ R j k := by
  have hφ : ∀ b, HasDerivAt (fun x => φ k x b) (deriv (φ k) R b) R :=
    hasDerivAt_pi.1 (h.diffφ k R).hasDerivAt
  -- differentiate the eigenvalue equation
  have key : gradH H R *ᵥ φ k R + H R *ᵥ deriv (φ k) R =
      ((deriv (E k) R : ℝ) : ℂ) • φ k R + (E k R : ℂ) • deriv (φ k) R := by
    ext a
    have h1 : HasDerivAt (fun x => ∑ b, H x a b * φ k x b)
        (∑ b, (deriv (fun x => H x a b) R * φ k R b + H R a b * deriv (φ k) R b)) R :=
      HasDerivAt.fun_sum fun b _ => (h.diffH a b R).hasDerivAt.fun_mul (hφ b)
    have h2 : HasDerivAt (fun x => (E k x : ℂ) * φ k x a)
        (((deriv (E k) R : ℝ) : ℂ) * φ k R a + (E k R : ℂ) * deriv (φ k) R a) R :=
      (h.diffE k R).hasDerivAt.ofReal_comp.fun_mul (hφ a)
    have h3 : (fun x => ∑ b, H x a b * φ k x b) = fun x => (E k x : ℂ) * φ k x a :=
      funext fun x => congrFun (h.eigen x k) a
    rw [h3] at h1
    have h4 := h1.unique h2
    rw [Finset.sum_add_distrib] at h4
    exact h4
  -- project on the bra
  have h5 := congrArg (fun w => star (φ j R) ⬝ᵥ w) key
  simp only [dotProduct_add, dotProduct_smul, smul_eq_mul] at h5
  rw [h.eigen_left R j (deriv (φ k) R), h.orthonormal] at h5
  unfold coupling
  push_cast
  split_ifs at h5 ⊢ <;> linear_combination h5

variable [Fintype ι]

/-- Ehrenfest energy gradient (minus the force) in the adiabatic representation: for `ψ = ∑ c_j φ_j`
built from adiabatic states, `⟨ψ, H' ψ⟩ = ∑ |c_j|² E_j' + ∑ conj(c_j) c_k (E_k - E_j) d_jk`. -/
theorem AdiabaticStates.ehrenfest_force (h : AdiabaticStates H φ E) (c : ι → ℂ) (R : ℝ) :
    star (state φ c R) ⬝ᵥ (gradH H R *ᵥ state φ c R) =
      ∑ j, ((‖c j‖ ^ 2 : ℝ) : ℂ) * ((deriv (E j) R : ℝ) : ℂ) + couplingGradient E φ c R := by
  have hm : gradH H R *ᵥ state φ c R = ∑ k, c k • (gradH H R *ᵥ φ k R) := by
    have h1 := map_sum (Matrix.mulVecLin (gradH H R)) (fun k => c k • φ k R) Finset.univ
    simpa only [Matrix.mulVecLin_apply, Matrix.mulVec_smul] using h1
  -- expand in matrix elements between adiabatic states
  have hx : star (state φ c R) ⬝ᵥ (gradH H R *ᵥ state φ c R) =
      ∑ j, ∑ k, star (c j) * c k * (star (φ j R) ⬝ᵥ (gradH H R *ᵥ φ k R)) := by
    rw [hm, state, star_sum, sum_dotProduct]
    refine Finset.sum_congr rfl fun j _ => ?_
    rw [dotProduct_sum]
    refine Finset.sum_congr rfl fun k _ => ?_
    rw [star_smul, smul_dotProduct, dotProduct_smul, smul_eq_mul, smul_eq_mul, mul_assoc]
  have hc : ∀ j, star (c j) * c j = ((‖c j‖ ^ 2 : ℝ) : ℂ) := fun j => by
    rw [← Complex.normSq_eq_norm_sq, Complex.normSq_eq_conj_mul_self]
    rfl
  rw [hx, couplingGradient, ← Finset.sum_add_distrib]
  refine Finset.sum_congr rfl fun j _ => ?_
  simp only [h.hellmann_feynman, mul_add, Finset.sum_add_distrib, mul_ite, mul_zero,
    Finset.sum_ite_eq, Finset.mem_univ, if_true, hc]

end

end EhrenfestForce
```

The error:

```
Main.lean:92:4: error: Type mismatch: After simplification, term
  h1
 has type
  @Eq (n → ℂ) (gradH H R *ᵥ ∑ x, c x • φ x R) (∑ x, c x • gradH H R *ᵥ φ x R)
but is expected to have type
  @Eq (n → ℂ) (gradH H R *ᵥ state φ c R) (∑ k, c k • gradH H R *ᵥ φ k R)
```

The error is in the step `hm`, which carries the matrix `gradH H R` through the sum that defines the state. The fact `h1`, obtained from `map_sum`, says this for the explicit sum `∑ x, c x • φ x R`, while the goal has `state φ c R` in its place. The two are equal by definition, and the right-hand sides in the message already agree up to the name of the bound variable.

But `state` is an ordinary definition, and `simpa only` rewrites with the listed lemmas alone, which did not include it. Nor does the final comparison of `h1` with the goal unfold such a definition, so Lean reports a type mismatch.

The repair adds `state` to the list. The simplifier then unfolds it in the goal, the left-hand sides agree as well, and `h1` closes the step.

Lean accepts the file once it reads:

```diff
@@ -90,5 +90,5 @@
   have hm : gradH H R *ᵥ state φ c R = ∑ k, c k • (gradH H R *ᵥ φ k R) := by
     have h1 := map_sum (Matrix.mulVecLin (gradH H R)) (fun k => c k • φ k R) Finset.univ
-    simpa only [Matrix.mulVecLin_apply, Matrix.mulVec_smul] using h1
+    simpa only [state, Matrix.mulVecLin_apply, Matrix.mulVec_smul] using h1
   -- expand in matrix elements between adiabatic states
   have hx : star (state φ c R) ⬝ᵥ (gradH H R *ᵥ state φ c R) =
```
